# With quadratic growth of the energy, a Lipschitz change of functional gives a density whose energy error is second order in that change

```lean
import Mathlib

open Set

namespace DensityDrivenError

noncomputable section

variable {V : Type*} [NormedAddCommGroup V]
```

The letter `V` stands for the space in which densities live, and a density is a vector n in it. The declaration `NormedAddCommGroup V` supplies addition, subtraction and a norm ‖n‖ that measures distances between densities. Every real inner-product space with its usual norm is an instance.

## Ground densities, stiffness and the size of the correction

```lean
/-- The density `n` is admissible and minimises the functional `F` over the admissible set `S`. -/
def IsGroundDensity (S : Set V) (F : V → ℝ) (n : V) : Prop :=
  n ∈ S ∧ ∀ n' ∈ S, F n ≤ F n'
```

Here `S` is the set of admissible densities, for example those with the right particle number, and `F` assigns a real energy to each vector. A `Prop` is a statement that may be true or false. This one says that n lies in S and that F(n) ≤ F(n') for every n' in S. Minimisers need not be unique.

```lean
/-- On `S` the energy `E` rises above `E n0` at least as fast as a parabola of stiffness `m`. -/
def QuadraticGrowth (S : Set V) (m : ℝ) (E : V → ℝ) (n0 : V) : Prop :=
  ∀ n ∈ S, E n0 + m / 2 * ‖n - n0‖ ^ 2 ≤ E n
```

In ordinary notation, for all n in S,

E(n) ≥ E(n0) + (m/2)‖n − n0‖².

E is the reference energy, in the application the total energy with SCAN, an approximate exchange-correlation functional, and n0 is its ground density. The constant m is a stiffness: it says how much energy a deformation of the density costs at least. A soft system, whose density responds strongly to a small potential, has a small m. For m > 0 the condition makes n0 the only minimiser of E on S, so systems with several degenerate ground densities are excluded.

```lean
/-- On `S` the correction `D` changes by at most `K` times the distance between densities. -/
def LipschitzCorrection (S : Set V) (K : ℝ) (D : V → ℝ) : Prop :=
  ∀ x ∈ S, ∀ y ∈ S, |D x - D y| ≤ K * ‖x - y‖
```

For all x and y in S,

|D(x) − D(y)| ≤ K‖x − y‖.

D is what must be added to E to obtain the other functional, here r2SCAN minus SCAN, where r2SCAN is a numerically smoother revision of SCAN. The constant K bounds how strongly this difference pulls on the density, much as a bound on the difference of the two potentials would. A constant offset in D leaves K unchanged.

Both functionals also depend on the kinetic-energy density. One may therefore read n as the one-particle density matrix of the Kohn–Sham orbitals, from which the density and the kinetic-energy density both follow.

## From minimality to a linear bound

```lean
variable {S : Set V} {E D : V → ℝ} {n0 n1 : V} {m K : ℝ}

/-- If `n1` minimises `E + D` and `D` is `K`-Lipschitz, the energy `E` at `n1` exceeds that at
any admissible `n0` by at most `K` times the distance of the two densities. -/
theorem energy_excess_le (h0 : n0 ∈ S) (hD : LipschitzCorrection S K D)
    (h1 : IsGroundDensity S (fun n => E n + D n) n1) :
    E n1 - E n0 ≤ K * ‖n1 - n0‖ := by
  have hmin : E n1 + D n1 ≤ E n0 + D n0 := h1.2 n0 h0
  have hl := (abs_le.mp (hD n1 h1.1 n0 h0)).1
  linarith
```

The names in parentheses, such as `h0` and `hD`, label the hypotheses; the conclusion follows the last colon, and the proof follows `by`. The expression `fun n => E n + D n` is the functional E + D, which n1 minimises. By hand, minimality gives

E(n1) + D(n1) ≤ E(n0) + D(n0),

and therefore

E(n1) − E(n0) ≤ D(n0) − D(n1) ≤ K‖n1 − n0‖.

In the proof, `hmin` is the first inequality. The line `hl` takes the lower half of the Lipschitz bound on |D(n1) − D(n0)|, and `linarith` adds the two. The growth of E has not been used yet.

```lean
/-- If `d` and `K` are nonnegative and `a d²` is at most `K d`, then `a d` is at most `K`. -/
theorem force_balance {a d : ℝ} (hK : 0 ≤ K) (hd : 0 ≤ d)
    (h : a * d ^ 2 ≤ K * d) : a * d ≤ K := by
  rcases hd.eq_or_lt with h0 | h0
  · rw [← h0]
    simpa using hK
  · have h' : a * d * d ≤ K * d := by linarith
    exact le_of_mul_le_mul_right h' h0
```

This is a statement about real numbers: if d ≥ 0, K ≥ 0 and a d² ≤ K d, then a d ≤ K. For d > 0 one divides by d, which is the step `le_of_mul_le_mul_right`. For d = 0 the claim reads 0 ≤ K. The command `rcases` separates the two cases.

```lean
/-- For positive stiffness `m`, the gain `K d` minus the cost `m d² / 2` is at most
`K² / (2m)`. -/
theorem gain_minus_cost_le (hm : 0 < m) (d : ℝ) :
    K * d - m / 2 * d ^ 2 ≤ K ^ 2 / (2 * m) := by
  rw [le_div_iff₀ (by positivity)]
  nlinarith [sq_nonneg (K - m * d)]
```

Completing the square gives

K²/(2m) − (K d − (m/2)d²) = (K − m d)²/(2m) ≥ 0.

Lean first multiplies through by 2m and then lets `nlinarith` finish from the fact that (K − m d)² is nonnegative.

## The reference energy on the other density

```lean
/-- Let `E` grow quadratically with stiffness `m > 0` about the admissible density `n0`, let `D`
be `K`-Lipschitz with `K ≥ 0`, and let `n1` minimise `E + D`. Then `n1` is within `2K/m` of `n0`,
and evaluating `E` on `n1` costs between zero and `2K²/m`. -/
theorem energy_on_other_density (hm : 0 < m) (hK : 0 ≤ K) (h0 : n0 ∈ S)
    (hE : QuadraticGrowth S m E n0) (hD : LipschitzCorrection S K D)
    (h1 : IsGroundDensity S (fun n => E n + D n) n1) :
    ‖n1 - n0‖ ≤ 2 * K / m ∧ 0 ≤ E n1 - E n0 ∧ E n1 - E n0 ≤ 2 * K ^ 2 / m := by
  have hup := energy_excess_le h0 hD h1
  have hlow := hE n1 h1.1
  -- the parabola lies below the linear bound only for small displacements
  have hf : m / 2 * ‖n1 - n0‖ ≤ K := force_balance hK (norm_nonneg _) (by linarith)
  have hd : ‖n1 - n0‖ ≤ 2 * K / m := by
    rw [le_div_iff₀ hm]
    linarith
  have hpos : 0 ≤ m / 2 * ‖n1 - n0‖ ^ 2 := by positivity
  refine ⟨hd, by linarith, ?_⟩
  calc E n1 - E n0 ≤ K * ‖n1 - n0‖ := hup
    _ ≤ K * (2 * K / m) := mul_le_mul_of_nonneg_left hd hK
    _ = 2 * K ^ 2 / m := by ring
```

Write d = ‖n1 − n0‖. Quadratic growth bounds the energy error from below and the linear bound limits it from above:

(m/2)d² ≤ E(n1) − E(n0) ≤ K d.

Cancelling one factor of d gives (m/2)d ≤ K, so

d ≤ 2K/m.

Inserting this into the upper bound gives

0 ≤ E(n1) − E(n0) ≤ K · 2K/m = 2K²/m.

In the code, `hlow` and `hup` are the two sides of the first chain, `hf` is the cancellation, and `hd` is the bound on the density. For the energy error, the lower bound comes from `hpos` and `hlow`, and the upper bound is the `calc` block.

For a SCAN energy evaluated on an r2SCAN density, this bounds the excess over the self-consistent SCAN energy, provided that SCAN grows quadratically and the difference of the functionals is Lipschitz on S. Both conditions are assumed, as is the existence of the minimiser n1; no values of m or K are derived for the actual functionals. The condition K ≥ 0 follows from the Lipschitz bound as soon as S contains two different densities.

```lean
/-- Let `E` grow quadratically with stiffness `m > 0` about the admissible density `n0`, let `D` be
`K`-Lipschitz with `K ≥ 0`, and let `n1` minimise `E + c D`. Then `n1` is within `(2K/m) |c|` of
`n0`, and the values of `E` at `n1` and `n0` differ by at most `(2K²/m) c²`. -/
theorem second_order_in_coupling (hm : 0 < m) (hK : 0 ≤ K) (h0 : n0 ∈ S)
    (hE : QuadraticGrowth S m E n0) (hD : LipschitzCorrection S K D) (c : ℝ)
    (h1 : IsGroundDensity S (fun n => E n + c * D n) n1) :
    ‖n1 - n0‖ ≤ 2 * K / m * |c| ∧ |E n1 - E n0| ≤ 2 * K ^ 2 / m * c ^ 2 := by
  -- the scaled correction has Lipschitz constant `|c| K`
  have hcD : LipschitzCorrection S (|c| * K) (fun n => c * D n) := by
    intro x hx y hy
    show |c * D x - c * D y| ≤ |c| * K * ‖x - y‖
    rw [← mul_sub, abs_mul, mul_assoc]
    exact mul_le_mul_of_nonneg_left (hD x hx y hy) (abs_nonneg c)
  obtain ⟨hd, hp, he⟩ :=
    energy_on_other_density hm (mul_nonneg (abs_nonneg c) hK) h0 hE hcD h1
  refine ⟨hd.trans_eq (by ring), ?_⟩
  rw [abs_of_nonneg hp]
  refine he.trans_eq ?_
  rw [mul_pow, sq_abs]
  ring
```

A real coupling c of either sign now scales the correction, with c = 0 for the reference functional and c = 1 for the modified one. Since

|c D(x) − c D(y)| = |c| |D(x) − D(y)| ≤ |c| K‖x − y‖,

the previous theorem applies with |c|K in place of K and gives

‖n1 − n0‖ ≤ (2K/m)|c|,

|E(n1) − E(n0)| ≤ (2K²/m)c².

This is the precise sense of "second order": halving the coupling halves the bound on the density and quarters the bound on the energy. These are inequalities valid for every c at which E + cD has a minimiser, not the start of a perturbation series. In the proof, `hcD` is the scaled Lipschitz bound, and the remaining lines rearrange the constants.

## The modified energy on the reference density

```lean
/-- The opposite evaluation: if `E` grows quadratically about the admissible density `n0` with
stiffness `m > 0`, `D` is `K`-Lipschitz and `n1` minimises `E + D`, then `E + D` on `n0` lies
between zero and `K²/(2m)` above its minimum. -/
theorem modified_energy_on_reference_density (hm : 0 < m) (h0 : n0 ∈ S)
    (hE : QuadraticGrowth S m E n0) (hD : LipschitzCorrection S K D)
    (h1 : IsGroundDensity S (fun n => E n + D n) n1) :
    0 ≤ (E n0 + D n0) - (E n1 + D n1) ∧
      (E n0 + D n0) - (E n1 + D n1) ≤ K ^ 2 / (2 * m) := by
  have hmin : E n1 + D n1 ≤ E n0 + D n0 := h1.2 n0 h0
  have hl := (abs_le.mp (hD n1 h1.1 n0 h0)).1
  have hlow := hE n1 h1.1
  have hq := gain_minus_cost_le (K := K) hm ‖n1 - n0‖
  exact ⟨by linarith, by linarith⟩
```

Now E + D is evaluated on n0 instead of on its own minimiser n1. The error is nonnegative because n1 is a minimiser. With d as before,

(E(n0) + D(n0)) − (E(n1) + D(n1)) ≤ K d − (m/2)d² ≤ K²/(2m).

The first step combines growth (`hlow`) with the Lipschitz bound (`hl`), and the second is the completed square (`hq`). The constant is a quarter of the one for the opposite evaluation.

A small instance shows the sizes. On the real line take E(x) = x² and D(x) = −0.2x, so that m = 2, K = 0.2 and n0 = 0. The sum x² − 0.2x has its minimum at n1 = 0.1.

- The density shift is 0.1, and the bound 2K/m is 0.2.
- The error of E on n1 is 0.1² = 0.01, and the bound 2K²/m is 0.04.
- The error of E + D on n0 is 0 − (0.01 − 0.02) = 0.01, which equals the bound K²/(2m) = 0.04/4.

With the correction halved, c = 1/2, the minimum moves to 0.05 and the error of E falls to 0.0025, a quarter of its former value.

## An energy that attains the bounds

```lean
/-- A linear correction of slope `-K` on the real line, with `K ≥ 0`, is `K`-Lipschitz. -/
theorem linear_correction (hK : 0 ≤ K) :
    LipschitzCorrection univ K (fun x : ℝ => -K * x) := by
  intro x _ y _
  show |-K * x - -K * y| ≤ K * ‖x - y‖
  have h : -K * x - -K * y = -(K * (x - y)) := by ring
  rw [h, abs_neg, abs_mul, abs_of_nonneg hK, Real.norm_eq_abs]
```

The set `univ` is the whole real line, so every x is admissible. The correction D(x) = −Kx satisfies

|−Kx + Ky| = K|x − y|,

which is the Lipschitz condition with equality.

```lean
/-- A one-dimensional model energy: the larger of `m x² / 2` and `K |x|`. -/
def kinkedEnergy (m K x : ℝ) : ℝ := max (m / 2 * x ^ 2) (K * |x|)
```

The model energy is

E(x) = max((m/2)x², K|x|).

For K > 0 it follows the straight lines K|x| near the origin and the parabola beyond |x| = 2K/m, where the two branches cross.

```lean
/-- For `m > 0` and `K ≥ 0` the kinked energy with the correction `-K x` meets the conditions of
`energy_on_other_density` at `n0 = 0`, `n1 = 2K/m`, and attains both upper bounds. -/
theorem energy_on_other_density_sharp (hm : 0 < m) (hK : 0 ≤ K) :
    QuadraticGrowth univ m (kinkedEnergy m K) 0 ∧
    LipschitzCorrection univ K (fun x : ℝ => -K * x) ∧
    IsGroundDensity univ (fun x => kinkedEnergy m K x + -K * x) (2 * K / m) ∧
    ‖2 * K / m - 0‖ = 2 * K / m ∧
    kinkedEnergy m K (2 * K / m) - kinkedEnergy m K 0 = 2 * K ^ 2 / m := by
  have hz : kinkedEnergy m K 0 = 0 := by simp [kinkedEnergy]
  have hr0 : 0 ≤ 2 * K / m := by positivity
  have hr : m * (2 * K / m) = 2 * K := by field_simp
  -- the two branches cross at `2K/m`
  have hv : kinkedEnergy m K (2 * K / m) = K * (2 * K / m) := by
    have hpar : m / 2 * (2 * K / m) ^ 2 = K * (2 * K / m) := by
      linear_combination (2 * K / m) / 2 * hr
    rw [kinkedEnergy, abs_of_nonneg hr0, hpar, max_self]
  refine ⟨?_, linear_correction hK, ⟨mem_univ _, ?_⟩, ?_, ?_⟩
  · intro x _
    rw [hz, zero_add, sub_zero, Real.norm_eq_abs, sq_abs]
    exact le_max_left _ _
  · intro x _
    show kinkedEnergy m K (2 * K / m) + -K * (2 * K / m) ≤ kinkedEnergy m K x + -K * x
    have hx : K * |x| ≤ kinkedEnergy m K x := le_max_right _ _
    have hx' : K * x ≤ K * |x| := mul_le_mul_of_nonneg_left (le_abs_self x) hK
    rw [hv]
    linarith
  · rw [sub_zero, Real.norm_of_nonneg hr0]
  · rw [hv, hz]
    ring

end

end DensityDrivenError
```

The symbol `∧` means "and": the theorem lists the three conditions, followed by the two equalities. They are checked as follows.

- Growth: E(0) = 0, and the maximum is never below (m/2)x².
- Minimality: for every x, E(x) − Kx ≥ K|x| − Kx ≥ 0, while at x = 2K/m the two branches agree and E(x) − Kx = 0.
- Attained values: the shift from n0 = 0 is 2K/m, and the energy error is K · 2K/m = 2K²/m.

In the code, `hv` records the crossing of the branches, and the bullets after `refine` treat growth, minimality and the two equalities in turn. The constants in `energy_on_other_density` are therefore the best possible under its hypotheses.

For K > 0 the sum E(x) − Kx vanishes on the whole interval from 0 to 2K/m, so the modified functional has many ground densities, and the example uses the one farthest from n0. With m = 2 and K = 0.2 it lies at 0.2 with energy error 0.04, compared with 0.1 and 0.01 for the smooth parabola above.

```lean
#print axioms DensityDrivenError.second_order_in_coupling
#print axioms DensityDrivenError.modified_energy_on_reference_density
#print axioms DensityDrivenError.energy_on_other_density_sharp
```

```
'DensityDrivenError.second_order_in_coupling' depends on axioms: [propext, Classical.choice, Quot.sound]
'DensityDrivenError.modified_energy_on_reference_density' depends on axioms: [propext, Classical.choice, Quot.sound]
'DensityDrivenError.energy_on_other_density_sharp' depends on axioms: [propext, Classical.choice, Quot.sound]
```
